# In the Gray code, a step between neighbouring levels flips exactly one qubit

## Three flips for one quantum

Store the eight lowest levels of an oscillator in three qubits by writing the level number in ordinary binary. Raising the oscillator from level 3 to level 4 then takes \(|011\rangle\) to \(|100\rangle\): one quantum is added and all three qubits flip. The Hermitian transition operator

\[
|100\rangle\langle 011| + |011\rangle\langle 100|
\]

is not a tensor product of single-qubit operators, because the leftmost qubit's \(|1\rangle\langle 0|\) and \(|0\rangle\langle 1|\) come with operators on the other two that are not multiples of each other.

The position operator of a harmonic oscillator is a weighted sum of such transitions between neighbouring energy levels. For a single mode truncated to at most \(2^n\) levels and stored in \(n\) qubits, the Gray code makes each of them an X on one qubit times projectors onto fixed basis states of the others. For one such transition \(T\) and a real angle \(\theta\), the exponential \(e^{-i\theta T}\) is then a rotation of a single qubit, controlled by the others.

## The code and the operators

For a natural number \(k\) let

\[
g(k) = k \oplus \lfloor k/2 \rfloor ,
\]

where \(\oplus\) is the bitwise xor. Level \(k\) is stored in the basis state whose qubit \(i\) holds binary digit \(i\) of \(g(k)\). Qubits are counted from 0, the least significant digit, and kets are written with qubit 0 on the right.

There are four statements.

1. For every \(n\), \(g\) maps \(\{0,\dots,2^n-1\}\) bijectively onto itself.
2. For every \(k\), \(g(k)\oplus g(k+1) = 2^j\), where \(2^j\) is the largest power of two dividing \(k+1\).
3. If \(k+1<2^n\), the \(n\)-qubit states \(s\) and \(t\) of levels \(k\) and \(k+1\) differ in exactly one qubit \(j\), and
\[
|t\rangle\langle s| + |s\rangle\langle t| = X_j \prod_{i\neq j} |s_i\rangle\langle s_i|_i .
\]
4. On \(n+1\) qubits, the codes of the lowest and the highest level differ by \(2^n\), so the sequence of codes also closes cyclically.

## Derivation from the binary digits

**Digits.** Write \(k_i\) for binary digit \(i\) of \(k\). Halving shifts the digits down by one place, so

\[
g(k)_i = k_i \oplus k_{i+1}.
\]

Digit \(i\) of \(\lfloor (g(a)\oplus g(b))/2\rfloor\) is therefore \(a_{i+1}\oplus a_{i+2}\oplus b_{i+1}\oplus b_{i+2}\). This is also digit \(i\) of \(g(\lfloor a/2\rfloor)\oplus g(\lfloor b/2\rfloor)\), and hence

\[
\left\lfloor \frac{g(a)\oplus g(b)}{2}\right\rfloor = g(\lfloor a/2\rfloor)\oplus g(\lfloor b/2\rfloor). \tag{1}
\]

**Bijection.** If \(k<2^n\), neither \(k\) nor \(\lfloor k/2\rfloor\) has a digit 1 at place \(n\) or above, so \(g(k)<2^n\). Injectivity goes by induction on the number of digits. With no digits, the only level is 0. Otherwise let \(g(a)=g(b)\). The left side of (1) vanishes, so the halved levels have equal codes, and by induction \(\lfloor a/2\rfloor=\lfloor b/2\rfloor\). Then

\[
a = g(a)\oplus\lfloor a/2\rfloor = g(b)\oplus\lfloor b/2\rfloor = b .
\]

An injective map of a finite set into itself is onto.

**One step.** Let \(D_k = g(k)\oplus g(k+1)\). Since \(g(a)\) has the parity of \(a+\lfloor a/2\rfloor\), the parity of \(D_k\) is that of

\[
k+\lfloor k/2\rfloor+(k+1)+\lfloor (k+1)/2\rfloor .
\]

If \(k\) is even, \(k\) and \(k+1\) have the same half. By (1), \(\lfloor D_k/2\rfloor=0\), and the parity is odd, so \(D_k=1=2^0\). Here \(k+1\) is odd, as claimed.

If \(k\) is odd, put \(l=\lfloor k/2\rfloor\), so that \(\lfloor (k+1)/2\rfloor=l+1\). The parity is now even, and (1) gives \(D_k=2D_l\). Also \(k+1=2(l+1)\) and \(l<k\). By induction \(l+1=2^j(2m+1)\) and \(D_l=2^j\) for some \(j\) and \(m\), so \(k+1=2^{j+1}(2m+1)\) and \(D_k=2^{j+1}\).

**One qubit.** Digit \(i\) of \(D_k\) is 1 exactly where the two codes differ, and \(2^j\) has its only 1 at place \(j\). If \(k+1<2^n\), both codes are below \(2^n\), hence so is \(2^j\), and \(j<n\).

**The operator.** Let \(s\) and \(t\) differ only in qubit \(j\). The entry of the tensor product between \(\langle x|\) and \(|y\rangle\) is a product of single-qubit entries. It is non-zero only if \(x_j\neq y_j\) and \(x_i=y_i=s_i\) for all \(i\neq j\). If \(x_j=s_j\), then \(x=s\) and \(y=t\); otherwise \(x=t\) and \(y=s\). Both entries equal 1, and these are the entries of \(|s\rangle\langle t|+|t\rangle\langle s|\).

**Closing the cycle.** The number \(2^{n+1}-1\) has the digit 1 at places \(0,\dots,n\). Adjacent ones cancel in its Gray code, except at place \(n\), where the next digit is 0. The code is \(2^n\), while \(g(0)=0\).

## Levels 3 and 4 on three qubits

The codes of levels 0 to 7 are

\[
000,\;001,\;011,\;010,\;110,\;111,\;101,\;100 .
\]

For \(k=3\), \(k+1=4=2^2\cdot 1\), so qubit 2 flips: \(010\to110\). The transition that was awkward in binary becomes

\[
|110\rangle\langle010|+|010\rangle\langle110| = X_2\,|1\rangle\langle1|_1\,|0\rangle\langle0|_0
= \tfrac14 X_2(1-Z_1)(1+Z_0).
\]

## The Lean file

```lean
import Mathlib

namespace GrayCodeEncoding

noncomputable section

/-- The Gray code of the level `k`: the bitwise xor of `k` and `⌊k/2⌋`. -/
def gray (k : ℕ) : ℕ := k ^^^ (k / 2)

/-- The computational basis state of `n` qubits that encodes level `k`:
qubit `i` holds binary digit `i` of the Gray code. -/
def grayState (n k : ℕ) : Fin n → Bool := fun i => (gray k).testBit i

/-- The Pauli matrix X on one qubit. -/
def pauliX : Matrix Bool Bool ℂ := Matrix.of fun a b => if a = b then 0 else 1

/-- The projector of one qubit onto the basis state `c`. -/
def proj (c : Bool) : Matrix Bool Bool ℂ := Matrix.single c c 1

/-- The tensor product of one single-qubit operator per qubit. -/
def tensor {n : ℕ} (A : Fin n → Matrix Bool Bool ℂ) :
    Matrix (Fin n → Bool) (Fin n → Bool) ℂ :=
  Matrix.of fun x y => ∏ i, A i (x i) (y i)

/-- The Hermitian transition operator `|t⟩⟨s| + |s⟩⟨t|` between two basis states. -/
def transition {n : ℕ} (s t : Fin n → Bool) : Matrix (Fin n → Bool) (Fin n → Bool) ℂ :=
  Matrix.single t s 1 + Matrix.single s t 1

/-- Each digit of the Gray code is the xor of two adjacent binary digits of the level. -/
theorem gray_testBit (k i : ℕ) :
    (gray k).testBit i = (k.testBit i ^^ k.testBit (i + 1)) := by
  rw [gray, Nat.testBit_xor, Nat.testBit_succ]

/-- Dropping the last digit of two Gray codes and comparing them is the same as
comparing the Gray codes of the halved levels. -/
theorem gray_xor_half (a b : ℕ) :
    (gray a ^^^ gray b) / 2 = gray (a / 2) ^^^ gray (b / 2) := by
  apply Nat.eq_of_testBit_eq
  intro i
  simp only [← Nat.testBit_succ, Nat.testBit_xor, gray_testBit]

/-- The Gray code is a bijection of the levels `0, …, 2^n - 1` onto themselves. -/
theorem gray_bijOn (n : ℕ) : Set.BijOn gray (Set.Iio (2 ^ n)) (Set.Iio (2 ^ n)) := by
  have hlt : ∀ k, k < 2 ^ n → gray k < 2 ^ n := fun k hk =>
    Nat.xor_lt_two_pow hk (lt_of_le_of_lt (Nat.div_le_self k 2) hk)
  -- injectivity, by induction on the number of digits
  have hinj : ∀ m a b : ℕ, a < 2 ^ m → b < 2 ^ m → gray a = gray b → a = b := by
    intro m
    induction m with
    | zero => intro a b ha hb _; rw [pow_zero] at ha hb; omega
    | succ m ih =>
      intro a b ha hb h
      rw [pow_succ] at ha hb
      have hx := gray_xor_half a b
      rw [h, Nat.xor_self, Nat.zero_div] at hx
      have hh : a / 2 = b / 2 :=
        ih _ _ (by omega) (by omega) (Nat.xor_eq_zero_iff.1 hx.symm)
      have h2 : a ^^^ (b / 2) = b ^^^ (b / 2) := by
        have h3 := h
        unfold gray at h3
        rwa [hh] at h3
      have h4 := congrArg (fun z => z ^^^ (b / 2)) h2
      simpa only [Nat.xor_assoc, Nat.xor_self, Nat.xor_zero] using h4
  refine ⟨fun k hk => hlt k hk, fun a ha b hb h => hinj n a b ha hb h, ?_⟩
  -- an injective map of a finite set into itself is onto
  intro y hy
  let F : Fin (2 ^ n) → Fin (2 ^ n) := fun k => ⟨gray k, hlt k k.2⟩
  have hF : Function.Injective F := fun a b h =>
    Fin.ext (hinj n a b a.2 b.2 (congrArg Fin.val h))
  obtain ⟨k, hk⟩ := Finite.surjective_of_injective hF ⟨y, hy⟩
  exact ⟨k, k.2, congrArg Fin.val hk⟩

/-- The Gray codes of `k` and `k + 1` differ by the power of two `2^j`, where `2^j` is the
largest power of two dividing `k + 1`. -/
theorem gray_step (k : ℕ) :
    ∃ j m, k + 1 = 2 ^ j * (2 * m + 1) ∧ gray k ^^^ gray (k + 1) = 2 ^ j := by
  have hpar : ∀ a, gray a % 2 = (a + a / 2) % 2 := fun a => Nat.xor_mod_two_eq
  induction k using Nat.strong_induction_on with
  | _ k ih =>
    have hd := gray_xor_half k (k + 1)
    have hp : (gray k ^^^ gray (k + 1)) % 2 = (gray k + gray (k + 1)) % 2 :=
      Nat.xor_mod_two_eq
    have p1 := hpar k
    have p2 := hpar (k + 1)
    rcases Nat.mod_two_eq_zero_or_one k with h | h
    · -- even level: only the last digit changes
      refine ⟨0, k / 2, by rw [pow_zero]; omega, ?_⟩
      rw [show (k + 1) / 2 = k / 2 by omega, Nat.xor_self] at hd
      rw [pow_zero]
      omega
    · -- odd level: the last digit stays, and halving gives a smaller step
      obtain ⟨j, m, hm, hg⟩ := ih (k / 2) (by omega)
      rw [show (k + 1) / 2 = k / 2 + 1 by omega, hg] at hd
      refine ⟨j + 1, m, ?_, ?_⟩
      · calc k + 1 = 2 * (k / 2 + 1) := by omega
          _ = 2 ^ (j + 1) * (2 * m + 1) := by rw [hm]; ring
      · rw [pow_succ]
        omega

/-- If `k + 1 < 2^n`, the `n`-qubit basis states that encode levels `k` and `k + 1` differ in
exactly one qubit. -/
theorem one_qubit_flip (n k : ℕ) (hk : k + 1 < 2 ^ n) :
    ∃ j : Fin n, ∀ i, grayState n k i ≠ grayState n (k + 1) i ↔ i = j := by
  obtain ⟨j, m, -, hg⟩ := gray_step k
  have hlt : 2 ^ j < 2 ^ n := by
    rw [← hg]
    exact Nat.xor_lt_two_pow ((gray_bijOn n).mapsTo (show k < 2 ^ n by omega))
      ((gray_bijOn n).mapsTo hk)
  have hj : j < n := (Nat.pow_lt_pow_iff_right (by norm_num)).1 hlt
  have key : ∀ a b : Bool, a ≠ b ↔ (a ^^ b) = true := by decide
  refine ⟨⟨j, hj⟩, fun i => ?_⟩
  show (gray k).testBit i ≠ (gray (k + 1)).testBit i ↔ _
  rw [key, ← Nat.testBit_xor, hg, Nat.testBit_two_pow, decide_eq_true_iff, Fin.ext_iff]
  exact eq_comm

/-- If two basis states differ in qubit `j` only, the transition operator between them is
Pauli X on qubit `j` times projectors on all other qubits. -/
theorem transition_eq_tensor {n : ℕ} (s t : Fin n → Bool) (j : Fin n)
    (hj : ∀ i, s i ≠ t i ↔ i = j) :
    transition s t = tensor fun i => if i = j then pauliX else proj (s i) := by
  have hon : s j ≠ t j := (hj j).2 rfl
  have hoff : ∀ i, i ≠ j → s i = t i := fun i hi => by_contra fun h => hi ((hj i).1 h)
  have hst : s ≠ t := fun e => hon (congrFun e j)
  have key : ∀ a b c : Bool, a ≠ b → a ≠ c → b = c := by decide
  have glue : ∀ u v : Fin n → Bool, u j = v j → (∀ i, i ≠ j → u i = v i) → u = v := by
    intro u v h1 h2
    funext i
    by_cases hi : i = j
    · rw [hi]; exact h1
    · exact h2 i hi
  ext x y
  simp only [transition, tensor, Matrix.of_apply, Matrix.add_apply, Matrix.single_apply]
  by_cases h : (x = t ∧ y = s) ∨ (x = s ∧ y = t)
  · -- the two non-zero entries: every factor equals one
    symm
    rcases h with ⟨hx, hy⟩ | ⟨hx, hy⟩
    · rw [hx, hy, if_pos ⟨rfl, rfl⟩, if_neg (fun e : s = t ∧ t = s => hst e.1), add_zero]
      refine Finset.prod_eq_one fun i _ => ?_
      by_cases hi : i = j
      · rw [if_pos hi, hi]
        exact if_neg hon.symm
      · rw [if_neg hi, ← hoff i hi]
        simp [proj]
    · rw [hx, hy, if_neg (fun e : t = s ∧ s = t => hst e.2), if_pos ⟨rfl, rfl⟩, zero_add]
      refine Finset.prod_eq_one fun i _ => ?_
      by_cases hi : i = j
      · rw [if_pos hi, hi]
        exact if_neg hon
      · rw [if_neg hi, ← hoff i hi]
        simp [proj]
  · -- all other entries: some factor vanishes
    have h1 : ¬(t = x ∧ s = y) := fun e => h (Or.inl ⟨e.1.symm, e.2.symm⟩)
    have h2 : ¬(s = x ∧ t = y) := fun e => h (Or.inr ⟨e.1.symm, e.2.symm⟩)
    rw [if_neg h1, if_neg h2, add_zero]
    symm
    by_contra hne
    have hf : ∀ i, (if i = j then pauliX else proj (s i)) (x i) (y i) ≠ 0 :=
      fun i => Finset.prod_ne_zero_iff.1 hne i (Finset.mem_univ i)
    have hxy : x j ≠ y j := by
      intro e
      have h3 := hf j
      rw [if_pos rfl] at h3
      exact h3 (if_pos e)
    have hs : ∀ i, i ≠ j → x i = s i ∧ y i = s i := by
      intro i hi
      have h3 := hf i
      rw [if_neg hi, proj, Matrix.single_apply] at h3
      by_contra c
      exact h3 (if_neg fun e => c ⟨e.1.symm, e.2.symm⟩)
    apply h
    by_cases c : x j = s j
    · exact Or.inr ⟨glue x s c fun i hi => (hs i hi).1,
        glue y t (key (s j) _ _ (c ▸ hxy) hon) fun i hi => (hs i hi).2.trans (hoff i hi)⟩
    · exact Or.inl ⟨glue x t (key (s j) _ _ (Ne.symm c) hon)
          fun i hi => (hs i hi).1.trans (hoff i hi),
        glue y s (key (x j) _ _ hxy c) fun i hi => (hs i hi).2⟩

/-- In the Gray encoding on `n` qubits, if `k + 1 < 2^n`, the transition operator between levels `k`
and `k + 1` is Pauli X on one qubit times projectors on all other qubits. -/
theorem gray_transition (n k : ℕ) (hk : k + 1 < 2 ^ n) :
    ∃ j : Fin n, transition (grayState n k) (grayState n (k + 1)) =
      tensor fun i => if i = j then pauliX else proj (grayState n k i) := by
  obtain ⟨j, hj⟩ := one_qubit_flip n k hk
  exact ⟨j, transition_eq_tensor _ _ j hj⟩

/-- On `n + 1` qubits the Gray codes of the lowest and the highest level differ by the
single power of two `2^n`. -/
theorem gray_cyclic (n : ℕ) : gray 0 ^^^ gray (2 ^ (n + 1) - 1) = 2 ^ n := by
  have h0 : gray 0 = 0 := by simp [gray]
  rw [h0, Nat.zero_xor]
  apply Nat.eq_of_testBit_eq
  intro i
  rw [gray_testBit, Nat.testBit_two_pow_sub_one, Nat.testBit_two_pow_sub_one,
    Nat.testBit_two_pow]
  rcases lt_trichotomy i n with h | h | h
  · rw [decide_eq_true (show i < n + 1 by omega), decide_eq_true (show i + 1 < n + 1 by omega),
      decide_eq_false (show ¬ n = i by omega)]
    rfl
  · rw [decide_eq_true (show i < n + 1 by omega),
      decide_eq_false (show ¬ i + 1 < n + 1 by omega), decide_eq_true (show n = i by omega)]
    rfl
  · rw [decide_eq_false (show ¬ i < n + 1 by omega),
      decide_eq_false (show ¬ i + 1 < n + 1 by omega), decide_eq_false (show ¬ n = i by omega)]
    rfl

end

end GrayCodeEncoding
```

```lean
#print axioms GrayCodeEncoding.one_qubit_flip
#print axioms GrayCodeEncoding.gray_transition
#print axioms GrayCodeEncoding.gray_cyclic
```

```
'GrayCodeEncoding.one_qubit_flip' depends on axioms: [propext, Classical.choice, Quot.sound]
'GrayCodeEncoding.gray_transition' depends on axioms: [propext, Classical.choice, Quot.sound]
'GrayCodeEncoding.gray_cyclic' depends on axioms: [propext, Classical.choice, Quot.sound]
```

## How the Lean statements read

Levels are natural numbers, and `gray` is \(g\). A basis state of \(n\) qubits is a function `Fin n → Bool`, with `true` for the digit 1, and `grayState n k` is the state of level \(k\). Operators are complex matrices indexed by these functions. `tensor` multiplies single-qubit entries, and `transition s t` is \(|t\rangle\langle s|+|s\rangle\langle t|\) with unit coefficient. Physical weights, such as the square roots in a position operator, multiply it from outside.

`gray_bijOn` is statement 1, with `Set.Iio (2 ^ n)` for the numbers below \(2^n\). In `gray_step`, the factorisation `k + 1 = 2 ^ j * (2 * m + 1)` expresses that \(2^j\) is the largest power of two dividing \(k+1\). `one_qubit_flip` and `gray_transition` assert that a suitable qubit \(j\) exists; its position is given by `gray_step`. Their hypothesis `k + 1 < 2 ^ n` says that both levels fit into the register. For one qubit this leaves only \(k=0\), and the operator is X alone.

`transition_eq_tensor` does not mention the Gray code: it holds for any two basis states that differ in one qubit. `gray_cyclic` concerns the code numbers only. Transitions across several levels and the gate cost of a circuit are not treated.

## Equality of numbers, digit by digit

The proof turns on equation (1), the lemma `gray_xor_half`, and this rests on `Nat.eq_of_testBit_eq`: two natural numbers are equal if all their binary digits agree. After `apply` and `intro i`, the goal concerns a single digit. `Nat.testBit_succ` says that digit \(i+1\) of a number is digit \(i\) of its half. Used from right to left, it replaces a halving by a shifted index. Together with `Nat.testBit_xor` and `gray_testBit`, which expand the xors and the Gray codes, it turns both sides into the same xor of four digits.

In `gray_step`, the lemma lets the argument return to ordinary arithmetic: `hd` gives the half of \(D_k\) and `hp`, with `p1` and `p2`, its parity. The tactic `omega` handles linear arithmetic with division and remainder by 2. It treats the xor as an unknown number and recovers it from these two data. The two branches of `rcases` are the even and odd cases above, and `Nat.strong_induction_on` supplies the result for \(\lfloor k/2\rfloor\).

## From codes to matrix entries

In `gray_bijOn`, `hlt` keeps the codes in range and `hinj` is the induction for injectivity. Its last lines cancel \(\lfloor b/2\rfloor\) by a second xor. `Finite.surjective_of_injective` supplies surjectivity.

`one_qubit_flip` reads the digits of \(2^j\) with `Nat.testBit_two_pow`. `transition_eq_tensor` compares entries after `ext x y`. For the two non-zero entries, `Finset.prod_eq_one` reduces the claim to single factors. For any other entry, the proof supposes that the product is non-zero. Then every factor is non-zero, which fixes \(x\) and \(y\) away from qubit \(j\) and makes them differ at qubit \(j\). The auxiliary fact `key` settles the remaining bit, since two bits that both differ from a third are equal, and `glue` assembles the whole state. The entry is thus one of the two already treated, a contradiction.

`gray_transition` combines these two theorems. `gray_cyclic` again compares digits, with separate cases for places below, at and above \(n\).
